# A lower bound on the determinant of a strictly diagonally dominant complex matrix

To rule out a trial energy as a level of finitely many coupled sites, the couplings of each site are measured here by a single number, the sum of the moduli of the off-diagonal entries in its row. If every diagonal entry of a complex square matrix exceeds this sum in modulus, then the modulus of the determinant is at least the product of the differences.

```lean
import Mathlib

open Matrix

namespace DominantDeterminant

variable {n : Type*} [Fintype n] [DecidableEq n]

/-- The deleted absolute row sum `R_i`: the total strength of the couplings
from site `i` to all other sites. -/
noncomputable def deletedRowSum (A : Matrix n n ℂ) (i : n) : ℝ :=
  ∑ j ∈ Finset.univ.erase i, ‖A i j‖

/-- Passing from `H` to `E - H` does not change the deleted absolute row sums. -/
theorem deletedRowSum_shift (H : Matrix n n ℂ) (E : ℂ) (i : n) :
    deletedRowSum (E • (1 : Matrix n n ℂ) - H) i = deletedRowSum H i := by
  unfold deletedRowSum
  refine Finset.sum_congr rfl fun j hj => ?_
  have hij : i ≠ j := (Finset.ne_of_mem_erase hj).symm
  simp [Matrix.sub_apply, Matrix.smul_apply, Matrix.one_apply_ne hij]

/-- If every diagonal entry exceeds its deleted row sum by at least `g` in modulus,
then every root of the secular equation `det (μ - B) = 0` has modulus at least `g`. -/
theorem gap_le_norm_root (B : Matrix n n ℂ) (g : ℝ)
    (h : ∀ i, g + deletedRowSum B i ≤ ‖B i i‖) (μ : ℂ)
    (hμ : (μ • (1 : Matrix n n ℂ) - B).det = 0) : g ≤ ‖μ‖ := by
  by_contra hlt
  have hlt' : ‖μ‖ < g := lt_of_not_ge hlt
  -- a smaller root would make `μ - B` strictly dominant, hence invertible
  refine det_ne_zero_of_sum_row_lt_diag (A := μ • (1 : Matrix n n ℂ) - B)
    (fun k => ?_) hμ
  have hoff := deletedRowSum_shift B μ k
  unfold deletedRowSum at hoff
  have hdiag : (μ • (1 : Matrix n n ℂ) - B) k k = μ - B k k := by simp
  rw [hoff, hdiag, norm_sub_rev]
  have h1 := norm_sub_norm_le (B k k) μ
  have h2 := h k
  unfold deletedRowSum at h2
  linarith

/-- If every diagonal entry exceeds its deleted row sum by at least one in modulus,
then the determinant has modulus at least one. -/
theorem one_le_norm_det (B : Matrix n n ℂ)
    (h : ∀ i, 1 + deletedRowSum B i ≤ ‖B i i‖) : 1 ≤ ‖B.det‖ := by
  have key : ∀ s : Multiset ℂ, (∀ μ ∈ s, 1 ≤ ‖μ‖) → 1 ≤ ‖s.prod‖ := by
    intro s
    induction s using Multiset.induction_on with
    | empty => simp
    | cons a s ih =>
      intro hs
      rw [Multiset.prod_cons, norm_mul]
      have h1 := hs a (Multiset.mem_cons_self a s)
      have h2 := ih fun μ hμ => hs μ (Multiset.mem_cons_of_mem hμ)
      nlinarith
  -- the determinant is the product of the characteristic roots
  rw [Matrix.det_eq_prod_roots_charpoly]
  refine key _ fun μ hμ => gap_le_norm_root B 1 h μ ?_
  have h0 : B.charpoly.eval μ = 0 := (Polynomial.mem_roots'.mp hμ).2
  have hs : Matrix.scalar n μ = μ • (1 : Matrix n n ℂ) := by
    ext i j
    simp [Matrix.scalar_apply, Matrix.diagonal_apply, Matrix.one_apply]
  rwa [Matrix.eval_charpoly, hs] at h0

/-- Quantitative Gershgorin invertibility: if `|A_ii| > R_i` in every row, then
`|det A|` is at least the product of the gaps `|A_ii| - R_i`. -/
theorem prod_gap_le_norm_det (A : Matrix n n ℂ)
    (h : ∀ i, deletedRowSum A i < ‖A i i‖) :
    ∏ i, (‖A i i‖ - deletedRowSum A i) ≤ ‖A.det‖ := by
  obtain ⟨d, hd⟩ : ∃ d : n → ℝ, ∀ i, d i = ‖A i i‖ - deletedRowSum A i :=
    ⟨_, fun _ => rfl⟩
  have hpos : ∀ i, 0 < d i := fun i => by rw [hd i]; linarith [h i]
  have hprod : ∏ i, (‖A i i‖ - deletedRowSum A i) = ∏ i, d i :=
    Finset.prod_congr rfl fun i _ => (hd i).symm
  have hv : ∀ i, ‖(((d i)⁻¹ : ℝ) : ℂ)‖ = (d i)⁻¹ := fun i => by
    rw [Complex.norm_real, Real.norm_of_nonneg (inv_nonneg.2 (hpos i).le)]
  -- divide each row by its gap, so that all gaps become one
  have hB := one_le_norm_det
    (Matrix.diagonal (fun i => (((d i)⁻¹ : ℝ) : ℂ)) * A) (fun i => by
      have hR : deletedRowSum (Matrix.diagonal (fun i => (((d i)⁻¹ : ℝ) : ℂ)) * A) i
          = (d i)⁻¹ * deletedRowSum A i := by
        unfold deletedRowSum
        rw [Finset.mul_sum]
        refine Finset.sum_congr rfl fun j _ => ?_
        rw [Matrix.diagonal_mul, norm_mul, hv]
      rw [hR, Matrix.diagonal_mul, norm_mul, hv]
      have h1 : (d i)⁻¹ * d i = 1 := inv_mul_cancel₀ (hpos i).ne'
      have h2 : (d i)⁻¹ * d i = (d i)⁻¹ * (‖A i i‖ - deletedRowSum A i) :=
        congrArg (fun x => (d i)⁻¹ * x) (hd i)
      rw [mul_sub] at h2
      linarith)
  have hnorm : ∏ i, ‖(((d i)⁻¹ : ℝ) : ℂ)‖ = (∏ i, d i)⁻¹ := by
    rw [← Finset.prod_inv_distrib]
    exact Finset.prod_congr rfl fun i _ => hv i
  rw [Matrix.det_mul, Matrix.det_diagonal, norm_mul, norm_prod, hnorm] at hB
  have hP : 0 < ∏ i, d i := Finset.prod_pos fun i _ => hpos i
  rw [hprod]
  calc ∏ i, d i = (∏ i, d i) * 1 := (mul_one _).symm
    _ ≤ (∏ i, d i) * ((∏ i, d i)⁻¹ * ‖A.det‖) :=
        mul_le_mul_of_nonneg_left hB hP.le
    _ = ‖A.det‖ := mul_inv_cancel_left₀ hP.ne' _

/-- For every complex square matrix, `|det A|` is at most the product of the full
absolute row sums `|A_ii| + R_i`. -/
theorem norm_det_le_prod (A : Matrix n n ℂ) :
    ‖A.det‖ ≤ ∏ i, (‖A i i‖ + deletedRowSum A i) := by
  have hrow : ∏ i, (‖A i i‖ + deletedRowSum A i) = ∏ i, ∑ j, ‖A i j‖ :=
    Finset.prod_congr rfl fun i _ =>
      Finset.add_sum_erase Finset.univ (fun j => ‖A i j‖) (Finset.mem_univ i)
  rw [hrow, ← Matrix.det_transpose, Matrix.det_apply']
  refine (norm_sum_le _ _).trans ?_
  -- permutations are among all the maps that appear when the product is expanded
  calc _ = ∑ σ : Equiv.Perm n, ∏ i, ‖A i (σ i)‖ := by
        refine Finset.sum_congr rfl fun σ _ => ?_
        rcases Int.units_eq_one_or (Equiv.Perm.sign σ) with hσ | hσ <;>
          simp [hσ, Matrix.transpose_apply, norm_prod]
    _ = ∑ f ∈ Finset.univ.image (fun σ : Equiv.Perm n => (σ : n → n)),
          ∏ i, ‖A i (f i)‖ := by
        rw [Finset.sum_image]
        intro σ _ τ _ hστ
        exact DFunLike.coe_injective hστ
    _ ≤ ∑ f : n → n, ∏ i, ‖A i (f i)‖ :=
        Finset.sum_le_sum_of_subset_of_nonneg (Finset.subset_univ _)
          fun _ _ _ => Finset.prod_nonneg fun _ _ => norm_nonneg _
    _ = ∏ i, ∑ j, ‖A i j‖ := by
        rw [Finset.prod_univ_sum, Fintype.piFinset_univ]

/-- For an energy `E` outside all Gershgorin discs of `H`, the secular determinant
`det (E - H)` is bracketed by the products of `|E - H_ii| - R_i` and `|E - H_ii| + R_i`. -/
theorem secular_det_bounds (H : Matrix n n ℂ) (E : ℂ)
    (h : ∀ i, deletedRowSum H i < ‖E - H i i‖) :
    ∏ i, (‖E - H i i‖ - deletedRowSum H i) ≤ ‖(E • (1 : Matrix n n ℂ) - H).det‖ ∧
    ‖(E • (1 : Matrix n n ℂ) - H).det‖ ≤ ∏ i, (‖E - H i i‖ + deletedRowSum H i) := by
  have hdiag : ∀ i, (E • (1 : Matrix n n ℂ) - H) i i = E - H i i := fun i => by simp
  have lower := prod_gap_le_norm_det (E • (1 : Matrix n n ℂ) - H)
    (fun i => by rw [deletedRowSum_shift, hdiag]; exact h i)
  have upper := norm_det_le_prod (E • (1 : Matrix n n ℂ) - H)
  simp only [deletedRowSum_shift, hdiag] at lower upper
  exact ⟨lower, upper⟩

/-- Weighted bound: if nonnegative weights `w` make every row strictly dominant, then
`|det A|` times the product of the weights is at least the product of the weighted gaps. -/
theorem weighted_prod_gap_le (A : Matrix n n ℂ) (w : n → ℝ) (hw : ∀ i, 0 ≤ w i)
    (h : ∀ i, ∑ j ∈ Finset.univ.erase i, ‖A i j‖ * w j < ‖A i i‖ * w i) :
    ∏ i, (‖A i i‖ * w i - ∑ j ∈ Finset.univ.erase i, ‖A i j‖ * w j)
      ≤ ‖A.det‖ * ∏ i, w i := by
  have hn : ∀ i j, ‖(A * Matrix.diagonal (fun k => (w k : ℂ))) i j‖ = ‖A i j‖ * w j :=
    fun i j => by
      rw [Matrix.mul_diagonal, norm_mul, Complex.norm_real, Real.norm_of_nonneg (hw j)]
  have hdet : ‖(A * Matrix.diagonal (fun k => (w k : ℂ))).det‖ = ‖A.det‖ * ∏ i, w i := by
    rw [Matrix.det_mul, Matrix.det_diagonal, norm_mul, norm_prod]
    congr 1
    exact Finset.prod_congr rfl fun i _ => by
      rw [Complex.norm_real, Real.norm_of_nonneg (hw i)]
  -- weighting the columns reduces the claim to the unweighted theorem
  have key := prod_gap_le_norm_det (A * Matrix.diagonal (fun k => (w k : ℂ)))
    (fun i => by simpa only [deletedRowSum, hn] using h i)
  simpa only [deletedRowSum, hn, hdet] using key

/-- The four-site matrix whose entries are all equal to one. -/
def uniformCoupling : Matrix (Fin 4) (Fin 4) ℂ := Matrix.of fun _ _ => 1

/-- For the four-site matrix of ones the determinant vanishes while the product of `|A_ii| - R_i` is
16, so the lower bound fails for this matrix, which is not diagonally dominant. -/
theorem dominance_needed :
    uniformCoupling.det = 0 ∧
    ∏ i, (‖uniformCoupling i i‖ - deletedRowSum uniformCoupling i) = 16 := by
  constructor
  · exact Matrix.det_zero_of_row_eq (show (0 : Fin 4) ≠ 1 by decide) rfl
  · have hR : ∀ i, deletedRowSum uniformCoupling i = 3 := fun i => by
      norm_num [deletedRowSum, uniformCoupling, Finset.card_erase_of_mem]
    simp only [hR]
    norm_num [uniformCoupling]

end DominantDeterminant
```

```lean
#print axioms DominantDeterminant.secular_det_bounds
-- 'DominantDeterminant.secular_det_bounds' depends on axioms: [propext, Classical.choice, Quot.sound]
#print axioms DominantDeterminant.weighted_prod_gap_le
-- 'DominantDeterminant.weighted_prod_gap_le' depends on axioms: [propext, Classical.choice, Quot.sound]
#print axioms DominantDeterminant.dominance_needed
-- 'DominantDeterminant.dominance_needed' depends on axioms: [propext, Classical.choice, Quot.sound]
```

## Determinants, row sums and gaps

Let $A$ be a complex square matrix with rows and columns labelled by a finite set of sites. The deleted absolute row sum of site $i$ is

$$R_i(A)=\sum_{j\neq i}|A_{ij}| .$$

In Lean the set of sites is the type `n`, the matrix has type `Matrix n n ℂ`, and $R_i(A)$ is `deletedRowSum A i`, a real number. The double bars `‖A i j‖` denote the modulus of a complex number. Nothing requires $A$ to be Hermitian.

The main theorem, `prod_gap_le_norm_det`, assumes $R_i(A)<|A_{ii}|$ for every $i$ and concludes

$$\prod_i\bigl(|A_{ii}|-R_i(A)\bigr)\le|\det A| .$$

The differences $|A_{ii}|-R_i(A)$ are called gaps in the code. They are row quantities and should not be confused with a spectral gap between two energy levels.

An upper bound, `norm_det_le_prod`, needs no dominance: for every $A$, $|\det A|\le\prod_i(|A_{ii}|+R_i(A))$.

## The secular determinant away from the on-site energies

For a Hamiltonian matrix $H$ and a trial energy $E$, the levels are the zeros of the secular determinant $\det(E-H)$. In Lean, $E-H$ is written `E • (1 : Matrix n n ℂ) - H`, since the energy has to multiply the identity matrix. The theorem `secular_det_bounds` states that if $|E-H_{ii}|>R_i(H)$ for every $i$, then

$$\prod_i\bigl(|E-H_{ii}|-R_i(H)\bigr)\le|\det(E-H)|\le\prod_i\bigl(|E-H_{ii}|+R_i(H)\bigr).$$

The hypothesis says that $E$ is detuned from each on-site energy by more than the total coupling of that site to the others. Geometrically, $E$ lies outside every Gershgorin disc, the closed disc in the complex plane with centre $H_{ii}$ and radius $R_i(H)$. The lower bound is then positive, so $E$ is not an eigenvalue.

In a finite one-electron tight-binding model, this excludes trial energies as orbital energies and brackets the size of the secular determinant without diagonalising $H$. The entries are pure numbers, so all energies are understood in one chosen unit. The step left to the user is the replacement of the physical Hamiltonian by a finite matrix in an orthonormal basis.

## Why dominance keeps the determinant away from zero

**Dominance excludes a zero determinant.** Let $M$ satisfy $|M_{ii}|>R_i(M)$ in every row, and suppose $Mx=0$ with $x\neq0$. Choose $k$ so that $|x_k|$ is largest. Row $k$ gives

$$|M_{kk}||x_k|=\Bigl|\sum_{j\ne k}M_{kj}x_j\Bigr|\le R_k(M)|x_k| .$$

Since $|x_k|>0$, this contradicts dominance. Hence $\det M\neq0$.

**Characteristic roots stay away from zero.** Let $B$ satisfy $|B_{ii}|\ge g+R_i(B)$ for every $i$, with $g$ real, and let $\det(\mu-B)=0$. Suppose $|\mu|<g$. Subtracting $B$ from a multiple of the identity only changes the signs of the off-diagonal entries, so $R_i(\mu-B)=R_i(B)$. On the diagonal,

$$|\mu-B_{ii}|\ge|B_{ii}|-|\mu|>|B_{ii}|-g\ge R_i(B).$$

Thus $\mu-B$ is strictly dominant and has a non-zero determinant, a contradiction. Therefore $|\mu|\ge g$.

**Unit gaps give a determinant of modulus at least one.** Take $g=1$. The determinant of $B$ is the product of its characteristic roots, counted with multiplicity. Every factor has modulus at least one, so $|\det B|\ge1$.

**Row scaling restores the individual gaps.** Put $d_i=|A_{ii}|-R_i(A)>0$ and $B_{ij}=A_{ij}/d_i$. Then

$$|B_{ii}|-R_i(B)=\frac{|A_{ii}|-R_i(A)}{d_i}=1,
\qquad
\det B=\frac{\det A}{\prod_i d_i}.$$

The previous step gives $|\det A|\ge\prod_i d_i$. Applied directly to $A$, the root estimate would use only the smallest $d_i$, once for each row; the scaling keeps each row's own value.

**The upper bound comes from the permutation expansion.** Each term in the determinant carries a sign of modulus one. Permutations $\sigma$ are particular maps $f$ from the set of sites to itself, and all the products below are non-negative, so

$$|\det A|\le\sum_\sigma\prod_i|A_{i\sigma(i)}|
\le\sum_f\prod_i|A_{if(i)}|
=\prod_i\sum_j|A_{ij}| .$$

The last row sum is $|A_{ii}|+R_i(A)$.

## The same argument in Lean

The invariance of the row sums is `deletedRowSum_shift`, which compares the off-diagonal entries one by one. In `gap_le_norm_root`, `by_contra` introduces the supposed root with $|\mu|<g$. Mathlib's `det_ne_zero_of_sum_row_lt_diag` supplies the non-zero determinant of a dominant matrix, and `norm_sub_norm_le` is the triangle inequality used on the diagonal.

In `one_le_norm_det`, the auxiliary statement `key` shows by induction that a finite product of complex numbers of modulus at least one again has modulus at least one. The roots form a `Multiset`, which records multiplicities. The lemma `Matrix.det_eq_prod_roots_charpoly` turns the determinant into their product, and `Matrix.eval_charpoly` identifies a root of the characteristic polynomial with a zero of $\det(\mu-B)$.

The proof of `prod_gap_le_norm_det` performs the row scaling as multiplication from the left by a diagonal matrix with entries $d_i^{-1}$. `Matrix.det_mul` and `Matrix.det_diagonal` separate its determinant from that of $A$, and the closing `calc` multiplies through by $\prod_i d_i$.

For the upper bound, the transpose puts the row index first in Mathlib's permutation formula. The sum over permutations is then rewritten as a sum over their underlying maps and enlarged to all maps; `Finset.prod_univ_sum` identifies the result with the product of row sums. The secular bounds follow by applying both theorems to $E-H$.

## Matrices that become dominant after rescaling

The theorem `weighted_prod_gap_le` attaches a weight $w_i\ge0$ to each site. If

$$\sum_{j\ne i}|A_{ij}|w_j<|A_{ii}|w_i$$

for every $i$, the left side is non-negative, so every $w_i$ is in fact positive. Dividing the theorem's conclusion by $\prod_i w_i$ gives

$$|\det A|\ge\prod_i\Bigl(|A_{ii}|-\frac1{w_i}\sum_{j\ne i}|A_{ij}|w_j\Bigr).$$

For the proof, column $j$ of $A$ is multiplied by $w_j$, which corresponds to writing the amplitudes as $x_j=w_jy_j$. The main theorem applies to the new matrix, whose determinant is $\det A\prod_iw_i$.

## A three-site chain and the uncoupled limit

Take an open chain of three sites with on-site energies zero and nearest-neighbour coupling $1$. The row sums are $1$ for each end site and $2$ for the middle site. At $E=3$,

$$E-H=\begin{pmatrix}3&-1&0\\-1&3&-1\\0&-1&3\end{pmatrix},
\qquad \det(E-H)=3(9-1)-3=21 .$$

The lower bound is $2\cdot1\cdot2=4$ and the upper bound is $4\cdot5\cdot4=80$.

At $E=2$ the middle row is no longer strictly dominant. Weights $1$ on the end sites and $3/2$ on the middle site give weighted gaps $1/2$, $1$ and $1/2$. The weighted bound is therefore $|\det(E-H)|\ge(1/4)/(3/2)=1/6$, while the determinant is $4$.

For a single site there is nothing to couple to, so $R_i=0$ and both bounds equal $|A_{ii}|=|\det A|$. For any diagonal matrix, the limit in which all couplings vanish, both bounds equal $\prod_i|A_{ii}|=|\det A|$.

## When several gaps are negative

The matrix `uniformCoupling` has four sites and every entry equal to one. Two of its rows agree, so its determinant is zero. Each row has $|A_{ii}|-R_i=1-3=-2$, and the product of the four differences is $16$. The theorem `dominance_needed` records both values.

The example shows that the lower bound can fail when negative gaps are allowed, because an even number of negative factors has a positive product. It does not show that strict inequality is needed for the bound: if all gaps are non-negative and one is zero, the bound reads $0\le|\det A|$. Strictness is what makes the lower bound positive.
